# A low-energy trial state of small Schmidt rank bounds the discarded weight of a gapped ground state

Suppose a system made of two parts has a normalised ground state \(\psi\) with energy \(E\), and every state orthogonal to \(\psi\) has energy at least \(E+g\), with \(g>0\). If some normalised trial state of Schmidt rank at most \(D\) has energy \(E+\delta\), then

\[
\sum_{k\ge D} s_k^2\le\frac{\delta}{g},
\]

where \(s_0\ge s_1\ge\dots\ge 0\) are the Schmidt coefficients of \(\psi\), finite in number and counted from zero as in Lean. The left side is the weight lost when \(\psi\) is cut down to its \(D\) largest Schmidt terms. A trial state of small rank whose energy error is small compared with the gap thus shows that the exact ground state is itself compressible.

In matrix-product-state calculations on an open chain, \(D\) is the bond dimension at a cut; the bound concerns one cut at a time and a Hamiltonian with a known gap above a unique ground state.

## Spaces, operators and the gap

```lean
import Mathlib

open scoped TensorProduct

namespace EnergyCertifiesCompressibility

noncomputable section

variable {V A B : Type*} [NormedAddCommGroup V] [InnerProductSpace ℂ V]
  [NormedAddCommGroup A] [InnerProductSpace ℂ A]
  [NormedAddCommGroup B] [InnerProductSpace ℂ B] {D M : ℕ}
```

`A` and `B` are the state spaces of the two parts, and `V` is a general space for statements that need no bipartition. All three are complex inner-product spaces of any dimension. The natural numbers `D` and `M` will count kept and discarded Schmidt terms. Curly braces mark arguments that Lean infers from context.

```lean
/-- Linear operators on a complex inner-product space. -/
abbrev Op (V : Type*) [NormedAddCommGroup V] [InnerProductSpace ℂ V] := V →ₗ[ℂ] V
```

An operator is a linear map defined on the whole space. Nothing here makes it Hermitian; that will come from the gap hypothesis.

```lean
/-- The operator `|ψ⟩⟨ψ|`. -/
def ketbra (ψ : V) : Op V where
  toFun x := inner ℂ ψ x • ψ
  map_add' x y := by rw [inner_add_right, add_smul]
  map_smul' c x := by simp [mul_smul]
```

This is \(|\psi\rangle\langle\psi|\), given by its action \(x\mapsto\langle\psi,x\rangle\,\psi\), followed by the two checks of linearity. The inner product is linear in its second argument, as in physics. The operator is a projector when \(\psi\) is normalised.

```lean
/-- The real part of the expectation value `⟨φ, H φ⟩`. -/
def energy (H : Op V) (φ : V) : ℝ := (inner ℂ φ (H φ)).re
```

The energy is \(\operatorname{Re}\langle\phi,H\phi\rangle\). For Hermitian \(H\) the real part changes nothing. There is no division by \(\|\phi\|^2\), so this is the usual expectation value for unit vectors, which is how the theorems use it.

```lean
/-- The model Hamiltonian `E + g (1 - |ψ⟩⟨ψ|)`. -/
def parentHamiltonian (E g : ℝ) (ψ : V) : Op V :=
  (E : ℂ) • LinearMap.id + (g : ℂ) • (LinearMap.id - ketbra ψ)
```

This defines the comparison operator

\[
K=E+g\,(1-|\psi\rangle\langle\psi|).
\]

For normalised \(\psi\) it gives \(\psi\) energy \(E\) and everything orthogonal to it energy \(E+g\). In the tensor-network literature a "parent Hamiltonian" is usually a sum of local terms; `parentHamiltonian` has no such locality.

## Schmidt terms, rank and discarded weight

```lean
/-- The bipartite vector `∑ s_k u_k ⊗ v_k`. -/
def schmidtVector {ι : Type*} [Fintype ι] (s : ι → ℝ) (u : ι → A) (v : ι → B) : A ⊗[ℂ] B :=
  ∑ k, ((s k : ℂ) • u k) ⊗ₜ[ℂ] v k
```

This is \(\sum_k s_k\,u_k\otimes v_k\), with real coefficients and a finite index set. The symbol `⊗ₜ` forms a product vector, while `A ⊗[ℂ] B` is the composite space. Orthonormality of the \(u_k\) and \(v_k\) is not part of the definition and appears as a hypothesis where it is used.

```lean
/-- Schmidt rank at most `D`: there is a Schmidt decomposition with at most `D` terms. -/
def SchmidtRankLE (D : ℕ) (φ : A ⊗[ℂ] B) : Prop :=
  ∃ (r : ℕ) (t : Fin r → ℝ) (e : Fin r → A) (f : Fin r → B),
    r ≤ D ∧ Orthonormal ℂ e ∧ Orthonormal ℂ f ∧ φ = schmidtVector t e f
```

A vector \(\phi\) has Schmidt rank at most \(D\) if \(\phi=\sum_{i<r}t_i\,e_i\otimes f_i\) with \(r\le D\) and both families orthonormal. The real \(t_i\) may be zero or negative, which does no harm: a sign can be absorbed into \(e_i\), and a zero term only makes the list longer.

```lean
/-- The weight of the last `M` of `D + M` Schmidt coefficients. -/
def discardedWeight (s : Fin (D + M) → ℝ) : ℝ := ∑ j : Fin M, s (Fin.natAdd D j) ^ 2
```

The coefficients of \(\psi\) are indexed by `Fin (D + M)`, that is, \(k=0,\dots,D+M-1\). `Fin.natAdd D j` is the index \(D+j\), so the discarded weight is \(\sum_{k\ge D}s_k^2\). Its partner `Fin.castAdd M i` is the index \(i<D\) of a kept term.

## The norm of a Schmidt vector

```lean
/-- For orthonormal Schmidt families the squared norm is the sum of the squared coefficients. -/
theorem norm_sq_schmidtVector {ι : Type*} [Fintype ι] {u : ι → A} {v : ι → B}
    (hu : Orthonormal ℂ u) (hv : Orthonormal ℂ v) (s : ι → ℝ) :
    ‖schmidtVector s u v‖ ^ 2 = ∑ k, s k ^ 2 := by
  have h : inner ℂ (schmidtVector s u v) (schmidtVector s u v) = ((∑ k, s k ^ 2 : ℝ) : ℂ) := by
    unfold schmidtVector
    rw [inner_sum, Complex.ofReal_sum]
    refine Finset.sum_congr rfl fun j _ => ?_
    have huj : inner ℂ (u j) (u j) = 1 := by rw [inner_self_eq_norm_sq_to_K, hu.1]; simp
    have hvj : inner ℂ (v j) (v j) = 1 := by rw [inner_self_eq_norm_sq_to_K, hv.1]; simp
    rw [sum_inner, Finset.sum_eq_single j]
    · rw [TensorProduct.inner_tmul, inner_smul_left, inner_smul_right, huj, hvj]
      simp [sq]
    · intro k _ hk
      have h0 : inner ℂ (u k) (u j) = 0 := hu.2 hk
      rw [TensorProduct.inner_tmul, inner_smul_left, inner_smul_right, h0]
      simp
    · simp
  exact (inner_self_eq_norm_sq (𝕜 := ℂ) (schmidtVector s u v)).symm.trans
    ((congrArg Complex.re h).trans (Complex.ofReal_re _))
```

For orthonormal families, \(\|\psi\|^2=\sum_k s_k^2\). By hand,

\[
\langle\psi,\psi\rangle=\sum_{k,j}s_k s_j\langle u_k,u_j\rangle\langle v_k,v_j\rangle=\sum_j s_j^2 .
\]

The Lean proof takes the same route: `TensorProduct.inner_tmul` factorises the inner product of two product vectors, and `Finset.sum_eq_single j` keeps only the diagonal term.

## How much weight can \(D\) units of occupation collect?

```lean
/-- Occupations between 0 and 1 with total at most `D` collect from decreasing nonnegative
weights at most the sum of the first `D`. -/
theorem sum_occupation_le (p w : Fin (D + M) → ℝ) (hp0 : ∀ k, 0 ≤ p k) (hp : Antitone p)
    (hw0 : ∀ k, 0 ≤ w k) (hw1 : ∀ k, w k ≤ 1) (hw : ∑ k, w k ≤ D) :
    ∑ k, p k * w k ≤ ∑ i : Fin D, p (Fin.castAdd M i) := by
  -- a threshold between kept and discarded weights
  obtain ⟨t, ht0, h1, h2⟩ : ∃ t, 0 ≤ t ∧ (∀ i : Fin D, t ≤ p (Fin.castAdd M i)) ∧
      ∀ j : Fin M, p (Fin.natAdd D j) ≤ t := by
    rcases M with _ | M
    · exact ⟨0, le_rfl, fun i => hp0 _, fun j => j.elim0⟩
    · exact ⟨p (Fin.natAdd D ⟨0, Nat.succ_pos M⟩), hp0 _,
        fun i => hp (Fin.le_def.2 i.isLt.le),
        fun j => hp (Fin.le_def.2 (Nat.add_le_add_left (Nat.zero_le _) D))⟩
  rw [Fin.sum_univ_add] at hw ⊢
  have k1 : ∑ i : Fin D, p (Fin.castAdd M i) * w (Fin.castAdd M i) ≤
      ∑ i : Fin D, (p (Fin.castAdd M i) + t * w (Fin.castAdd M i) - t) :=
    Finset.sum_le_sum fun i _ => by
      nlinarith [mul_nonneg (sub_nonneg.2 (h1 i)) (sub_nonneg.2 (hw1 (Fin.castAdd M i)))]
  have k2 : ∑ j : Fin M, p (Fin.natAdd D j) * w (Fin.natAdd D j) ≤
      t * ∑ j : Fin M, w (Fin.natAdd D j) := by
    rw [Finset.mul_sum]
    exact Finset.sum_le_sum fun j _ => mul_le_mul_of_nonneg_right (h2 j) (hw0 _)
  rw [Finset.sum_sub_distrib, Finset.sum_add_distrib, ← Finset.mul_sum] at k1
  simp only [Finset.sum_const, Finset.card_univ, Fintype.card_fin, nsmul_eq_mul] at k1
  nlinarith [mul_nonneg ht0 (sub_nonneg.2 hw)]
```

Let \(p_k\ge0\) be decreasing weights and \(w_k\) occupations with \(0\le w_k\le1\) and \(\sum_k w_k\le D\). Then \(\sum_k p_kw_k\le\sum_{k<D}p_k\): the best choice is to fill the \(D\) largest weights.

For the proof, choose a threshold \(t\ge0\) between the kept and the discarded weights: \(t=p_D\), or \(t=0\) if nothing is discarded. For \(k<D\), the inequality \((p_k-t)(1-w_k)\ge0\) rearranges to

\[
p_kw_k\le p_k+t\,w_k-t .
\]

For \(k\ge D\) we have \(p_kw_k\le t\,w_k\). Adding everything gives

\[
\sum_k p_kw_k\le\sum_{k<D}p_k+t\Big(\sum_k w_k-D\Big)\le\sum_{k<D}p_k .
\]

The two partial sums are `k1` and `k2`, and the closing `nlinarith` combines them with \(t(D-\sum_k w_k)\ge0\).

## The overlap with a state of small rank

```lean
/-- For decreasing nonnegative Schmidt coefficients and orthonormal Schmidt families, the squared
overlap with `φ` of Schmidt rank at most `D` is at most the weight of the first `D` terms times
`‖φ‖²`. -/
theorem overlap_sq_le {s : Fin (D + M) → ℝ} {u : Fin (D + M) → A} {v : Fin (D + M) → B}
    {φ : A ⊗[ℂ] B} (hs0 : ∀ k, 0 ≤ s k) (hs : Antitone s) (hu : Orthonormal ℂ u)
    (hv : Orthonormal ℂ v) (hφ : SchmidtRankLE D φ) :
    ‖inner ℂ (schmidtVector s u v) φ‖ ^ 2 ≤
      (∑ i : Fin D, s (Fin.castAdd M i) ^ 2) * ‖φ‖ ^ 2 := by
  obtain ⟨r, t, e, f, hr, he, hf, rfl⟩ := hφ
  have htri : ‖inner ℂ (schmidtVector s u v) (schmidtVector t e f)‖ ≤
      ∑ x : Fin (D + M) × Fin r, (|s x.1| * ‖inner ℂ (u x.1) (e x.2)‖) *
        (|t x.2| * ‖inner ℂ (v x.1) (f x.2)‖) := by
    simp only [Fintype.sum_prod_type]
    unfold schmidtVector
    rw [sum_inner]
    refine (norm_sum_le _ _).trans (Finset.sum_le_sum fun k _ => ?_)
    rw [inner_sum]
    refine (norm_sum_le _ _).trans (Finset.sum_le_sum fun i _ => le_of_eq ?_)
    rw [TensorProduct.inner_tmul, inner_smul_left, inner_smul_right]
    simp only [norm_mul, Complex.conj_ofReal, Complex.norm_real, Real.norm_eq_abs]
    ring
  -- Bessel's inequality bounds the occupations of the Schmidt vectors
  have h1 : ∑ x : Fin (D + M) × Fin r, (|s x.1| * ‖inner ℂ (u x.1) (e x.2)‖) ^ 2 ≤
      ∑ i : Fin D, s (Fin.castAdd M i) ^ 2 := by
    simp only [Fintype.sum_prod_type, mul_pow, sq_abs, ← Finset.mul_sum]
    refine sum_occupation_le (fun k => s k ^ 2) (fun k => ∑ i, ‖inner ℂ (u k) (e i)‖ ^ 2)
      (fun k => sq_nonneg _) (fun i j hij => pow_le_pow_left₀ (hs0 j) (hs hij) 2)
      (fun k => Finset.sum_nonneg fun i _ => sq_nonneg _) (fun k => ?_) ?_
    · have h := he.sum_inner_products_le (u k) (s := Finset.univ)
      rw [hu.1 k, one_pow] at h
      refine le_trans (le_of_eq ?_) h
      exact Finset.sum_congr rfl fun i _ => by rw [norm_inner_symm]
    · rw [Finset.sum_comm]
      calc ∑ i, ∑ k, ‖inner ℂ (u k) (e i)‖ ^ 2 ≤ ∑ i : Fin r, (1 : ℝ) := by
            refine Finset.sum_le_sum fun i _ => ?_
            have h := hu.sum_inner_products_le (e i) (s := Finset.univ)
            rwa [he.1 i, one_pow] at h
        _ = r := by simp
        _ ≤ D := by exact_mod_cast hr
  have h2 : ∑ x : Fin (D + M) × Fin r, (|t x.2| * ‖inner ℂ (v x.1) (f x.2)‖) ^ 2 ≤
      ‖schmidtVector t e f‖ ^ 2 := by
    simp only [Fintype.sum_prod_type, mul_pow, sq_abs]
    rw [Finset.sum_comm, norm_sq_schmidtVector he hf]
    refine Finset.sum_le_sum fun i _ => ?_
    have h := hv.sum_inner_products_le (f i) (s := Finset.univ)
    rw [hf.1 i, one_pow] at h
    rw [← Finset.mul_sum]
    exact mul_le_of_le_one_right (sq_nonneg _) h
  exact (pow_le_pow_left₀ (norm_nonneg _) htri 2).trans
    ((Finset.sum_mul_sq_le_sq_mul_sq _ _ _).trans (mul_le_mul h1 h2
      (Finset.sum_nonneg fun _ _ => sq_nonneg _) (Finset.sum_nonneg fun _ _ => sq_nonneg _)))
```

For \(\phi\) of Schmidt rank at most \(D\),

\[
|\langle\psi,\phi\rangle|^2\le\Big(\sum_{k<D}s_k^2\Big)\|\phi\|^2 .
\]

For a normalised \(\phi\), the squared overlap is at most the kept weight of \(\psi\).

Write \(\phi=\sum_{i<r}t_i\,e_i\otimes f_i\). The triangle inequality, `htri`, gives

\[
|\langle\psi,\phi\rangle|\le\sum_{k,i}\big(s_k|\langle u_k,e_i\rangle|\big)\big(|t_i||\langle v_k,f_i\rangle|\big).
\]

Applying Cauchy–Schwarz to the double sum yields

\[
|\langle\psi,\phi\rangle|^2\le\Big(\sum_k s_k^2w_k\Big)\Big(\sum_i t_i^2\sum_k|\langle v_k,f_i\rangle|^2\Big),\qquad w_k=\sum_i|\langle u_k,e_i\rangle|^2 .
\]

Bessel's inequality now enters three times.

- Since the \(e_i\) are orthonormal and \(u_k\) is a unit vector, \(w_k\le1\).
- Since the \(u_k\) are orthonormal and each \(e_i\) is a unit vector, \(\sum_kw_k\le r\le D\).
- Since the \(v_k\) are orthonormal and each \(f_i\) is a unit vector, the inner sum in the second factor is at most 1, so that factor is at most \(\sum_it_i^2=\|\phi\|^2\).

The first two facts allow the occupation lemma to be applied with \(p_k=s_k^2\), which gives `h1`. The third gives `h2`. The last lines of the proof apply Cauchy–Schwarz and multiply the two bounds.

## From energy to overlap

```lean
/-- In a unit vector `φ` the model Hamiltonian has energy `E + g (1 - |⟨ψ, φ⟩|²)`. -/
theorem energy_parentHamiltonian (E g : ℝ) (ψ : V) {φ : V} (hφ : ‖φ‖ = 1) :
    energy (parentHamiltonian E g ψ) φ = E + g * (1 - ‖inner ℂ ψ φ‖ ^ 2) := by
  have hself : inner ℂ φ φ = 1 := by rw [inner_self_eq_norm_sq_to_K, hφ]; simp
  have hz : inner ℂ ψ φ * inner ℂ φ ψ = ((‖inner ℂ ψ φ‖ ^ 2 : ℝ) : ℂ) := by
    rw [← inner_conj_symm φ ψ, Complex.mul_conj, Complex.normSq_eq_norm_sq]
  have key : inner ℂ φ (parentHamiltonian E g ψ φ) =
      ((E + g * (1 - ‖inner ℂ ψ φ‖ ^ 2) : ℝ) : ℂ) := by
    simp only [parentHamiltonian, ketbra, LinearMap.add_apply, LinearMap.sub_apply,
      LinearMap.smul_apply, LinearMap.id_apply, LinearMap.coe_mk, AddHom.coe_mk,
      inner_add_right, inner_sub_right, inner_smul_right]
    rw [hself, hz]
    push_cast
    ring
  rw [energy, key, Complex.ofReal_re]
```

For a unit vector \(\phi\), expanding \(K\) gives

\[
\langle\phi,K\phi\rangle=E+g\big(1-\langle\phi,\psi\rangle\langle\psi,\phi\rangle\big)=E+g\big(1-|\langle\psi,\phi\rangle|^2\big).
\]

In Lean, `hself` is \(\langle\phi,\phi\rangle=1\), and `hz` turns the product of the two overlaps into a squared modulus.

```lean
/-- If `H - E - g (1 - |ψ⟩⟨ψ|)` is positive with `g > 0`, a unit vector of energy `E + δ` has
squared overlap at least `1 - δ/g` with `ψ`. -/
theorem infidelity_le {H : Op V} {E g δ : ℝ} {ψ φ : V} (hg : 0 < g)
    (hgap : (H - parentHamiltonian E g ψ).IsPositive) (hφ : ‖φ‖ = 1)
    (hE : energy H φ = E + δ) : 1 - ‖inner ℂ ψ φ‖ ^ 2 ≤ δ / g := by
  have h : 0 ≤ (inner ℂ ((H - parentHamiltonian E g ψ) φ) φ).re := hgap.2 φ
  have h' : (inner ℂ ((H - parentHamiltonian E g ψ) φ) φ).re =
      energy H φ - energy (parentHamiltonian E g ψ) φ := by
    rw [LinearMap.sub_apply, inner_sub_left, Complex.sub_re]
    exact congrArg₂ (· - ·) (inner_re_symm (𝕜 := ℂ) _ _) (inner_re_symm (𝕜 := ℂ) _ _)
  rw [h', hE, energy_parentHamiltonian E g ψ hφ] at h
  rw [le_div_iff₀ hg]
  linarith
```

The hypothesis `hgap` says that \(H-K\) is positive semidefinite: it is symmetric and has no negative expectation value. As \(K\) is symmetric for real \(E\) and \(g\), so is \(H\). The condition holds when \(\psi\) is a normalised ground state of energy \(E\) with a gap of at least \(g\) above it. It asks for less than that, since \(\psi\) need not be an eigenvector and \(E\) may be just a lower bound on the energy.

Taking the expectation value in \(\phi\), whose energy is \(E+\delta\), gives

\[
0\le\langle\phi,(H-K)\phi\rangle=\delta-g\big(1-|\langle\psi,\phi\rangle|^2\big),
\]

and division by \(g>0\) yields \(1-|\langle\psi,\phi\rangle|^2\le\delta/g\).

## The bound on the discarded weight

```lean
/-- Variational energy certifies compressibility. Let the unit vector `ψ` have decreasing
nonnegative Schmidt coefficients and orthonormal Schmidt families, and let
`H - E - g (1 - |ψ⟩⟨ψ|)` be positive with `g > 0`. If a unit vector of Schmidt rank at most `D`
has energy `E + δ`, the weight of `ψ` beyond its first `D` Schmidt terms is at most `δ/g`. -/
theorem discardedWeight_le {s : Fin (D + M) → ℝ} {u : Fin (D + M) → A} {v : Fin (D + M) → B}
    {H : Op (A ⊗[ℂ] B)} {E g δ : ℝ} {φ : A ⊗[ℂ] B}
    (hs0 : ∀ k, 0 ≤ s k) (hs : Antitone s) (hu : Orthonormal ℂ u) (hv : Orthonormal ℂ v)
    (hψ : ‖schmidtVector s u v‖ = 1) (hg : 0 < g)
    (hgap : (H - parentHamiltonian E g (schmidtVector s u v)).IsPositive)
    (hφ : ‖φ‖ = 1) (hrank : SchmidtRankLE D φ) (hE : energy H φ = E + δ) :
    discardedWeight s ≤ δ / g := by
  have h1 := infidelity_le hg hgap hφ hE
  have h2 := overlap_sq_le hs0 hs hu hv hrank
  have h3 := norm_sq_schmidtVector hu hv s
  rw [hφ] at h2
  rw [hψ, Fin.sum_univ_add] at h3
  unfold discardedWeight
  linarith

end

end EnergyCertifiesCompressibility
```

The hypotheses read in order: the Schmidt coefficients of \(\psi\) are nonnegative (`hs0`) and decreasing (`hs`, where `Antitone` allows ties); the Schmidt families are orthonormal (`hu`, `hv`); \(\psi\) is normalised (`hψ`); the gap is positive and the gap inequality holds (`hg`, `hgap`); and \(\phi\) is a unit vector of Schmidt rank at most \(D\) with energy \(E+\delta\) (`hφ`, `hrank`, `hE`).

Normalisation of \(\psi\) means that kept and discarded weight add up to 1, so

\[
\sum_{k\ge D}s_k^2=1-\sum_{k<D}s_k^2\le1-|\langle\psi,\phi\rangle|^2\le\frac{\delta}{g}.
\]

The three facts `h1`, `h2` and `h3` are the energy bound, the overlap bound and the norm formula; `linarith` adds them up.

The bound says something new only when \(\delta/g<M/(D+M)\): for decreasing coefficients of a normalised \(\psi\), the last \(M\) of \(D+M\) terms never carry more than the fraction \(M/(D+M)\) of the weight. Read in the other direction, it says that if \(\psi\) loses weight \(\varepsilon\) at rank \(D\), no normalised state of that rank has energy below \(E+g\varepsilon\).

The composite space is the algebraic tensor product, without completion, so states with infinitely many nonzero Schmidt coefficients are left out. For a concrete Hamiltonian, the gap inequality has to be established separately: a variational calculation supplies the total \(E+\delta\), but neither a lower bound \(E\) nor a gap \(g\).

```lean
#print axioms EnergyCertifiesCompressibility.discardedWeight_le
```

```
'EnergyCertifiesCompressibility.discardedWeight_le' depends on axioms: [propext, Classical.choice, Quot.sound]
```
